# Spin and charge auxiliary fields for the repulsive half-filled Hubbard atom: equal mean weights, smaller variance for charge

## The atom as four occupations

The atom is represented here by its four occupations $(n_\uparrow,n_\downarrow)$, each number being 0 or 1, and not by operators on a Fock space. Nothing is lost for this problem: without hopping, the Hamiltonian and both decoupled exponentials are diagonal in the occupation numbers, so every trace is a sum of four terms.

Let $U$ be the on-site repulsion and $\beta$ the inverse temperature. At the half-filling chemical potential $U/2$ the grand-canonical energy is

$$\epsilon(n_\uparrow,n_\downarrow)=U n_\uparrow n_\downarrow-\tfrac U2(n_\uparrow+n_\downarrow).$$

It equals 0 for the empty and doubly occupied atom and $-U/2$ for the two singly occupied states. The partition function is therefore

$$Z=2+2e^{\beta U/2}.$$

## Two ways to introduce the field

Let $a$ be real with $a^2=\beta U>0$, and let $x$ be a standard Gaussian variable, with average $\langle\cdot\rangle$. Since $n_\sigma^2=n_\sigma$ for each spin $\sigma$, the Boltzmann exponent can be written as a square in two ways:

$$-\beta\epsilon=\tfrac{a^2}{2}(n_\uparrow-n_\downarrow)^2=\tfrac{a^2}{2}-\tfrac{a^2}{2}(n_\uparrow+n_\downarrow-1)^2.$$

The Gaussian identities $\langle e^{tx}\rangle=e^{t^2/2}$ and $\langle e^{itx}\rangle=e^{-t^2/2}$, for real $t$, turn each square into an average of exponentials linear in the occupations. In the first form $x$ couples to the spin through $e^{ax(n_\uparrow-n_\downarrow)}$. In the second it couples to the charge through $e^{iax(n_\uparrow+n_\downarrow-1)}$, with a prefactor $e^{a^2/2}$.

The spin difference takes the values $0,0,1,-1$ over the four occupations, and so does the charge measured from half filling. Summing gives the weights

$$W_s(x)=2+2\cosh(ax),\qquad W_c(x)=e^{a^2/2}\,(2+2\cos(ax)).$$

## Means and variances

Put $E=e^{a^2/2}$ and $D=e^{-a^2/2}$, so that $DE=1$. The Gaussian identities give

$$\langle\cosh(ax)\rangle=E,\qquad \langle\cos(ax)\rangle=D.$$

Hence $\langle W_s\rangle=2+2E$ and $\langle W_c\rangle=E(2+2D)=2+2E$. Both are $Z$.

For the spin weight the deviation from the mean is $2\cosh(ax)-2E$. With $2\cosh^2 y=\cosh 2y+1$,

$$(W_s-Z)^2=2\cosh(2ax)-8E\cosh(ax)+2+4E^2.$$

Replacing $a$ by $2a$ in the first average gives $\langle\cosh(2ax)\rangle=E^4$, so

$$\operatorname{Var}W_s=2E^4-8E^2+2+4E^2=2(E^2-1)^2=2(e^{\beta U}-1)^2.$$

For the charge weight the deviation is $2E\cos(ax)-2$. With $2\cos^2 y=\cos 2y+1$,

$$(W_c-Z)^2=2E^2\cos(2ax)-8E\cos(ax)+2E^2+4.$$

Since $\langle\cos(2ax)\rangle=D^4$ and $DE=1$,

$$\operatorname{Var}W_c=2D^2-8+2E^2+4=2(E-D)^2=2e^{-\beta U}(e^{\beta U}-1)^2.$$

The two variances differ by the factor $e^{-\beta U}$, which is below 1 for $\beta U>0$.

Dividing by $Z^2=4(1+E)^2$ and using $E^2-1=(E-1)(E+1)$ gives

$$\frac{\operatorname{Var}W_s}{Z^2}=\frac{(e^{\beta U/2}-1)^2}{2},\qquad \frac{\operatorname{Var}W_c}{Z^2}=\frac{(1-e^{-\beta U/2})^2}{2}<\frac12.$$

The spin ratio grows without bound as the coupling increases, while the charge ratio stays below one half. For this single atom with one auxiliary field, these formulas give exact reference values for a Monte Carlo estimate of $Z$ that draws $x$ from the Gaussian and averages the weight: the average over $N$ independent draws has mean $Z$ and a variance equal to that of the weight divided by $N$.

## How the Lean statement expresses the physics

An occupation is an element `s : Fin 2 × Fin 2`, whose components are $n_\uparrow$ and $n_\downarrow$, converted to real numbers in `energy`. The function `partitionFunction` is the Boltzmann sum, so the exact $Z$ is defined independently of the auxiliary field. The local symbol `γ` stands for `gaussianReal 0 1`, with mean 0 and variance 1; integrals and `variance` are taken under this law.

The definitions `spinWeight` and `chargeWeight` are the closed forms $W_s$ and $W_c$. Their origin is recorded by `weights_eq_trace`, which equates them with the sums over occupations. The charge identity is stated in the complex numbers because its individual terms are phases.

The main theorem, `spin_and_charge_decouplings`, assumes `a ^ 2 = β * U` and `0 < β * U`. The first condition fixes the strength of the coupling to the field; the second describes a repulsive atom at positive temperature, although only the product $\beta U$ enters. The conclusion contains the two means, the two variances and the strict inequality between them. The theorem `relative_variances` needs only the first condition and so includes $\beta U=0$, where both ratios vanish. In Lean, `-a ^ 2` means $-(a^2)$.

The statements concern one atom at half filling with a single field. They do not address hopping, several time slices, other observables, or sampling of $x$ from a distribution other than the Gaussian, and the ordering of the variances should not be carried over to those cases without a separate argument.

## The complete file

```lean
import Mathlib

open MeasureTheory ProbabilityTheory

namespace HubbardAtomContinuousHS

noncomputable section

/-- The standard Gaussian law of the auxiliary field. -/
local notation "γ" => gaussianReal 0 1

/-- Grand-canonical energy of the occupation `(n↑, n↓)` of a Hubbard atom at the half-filling
chemical potential `U / 2`. -/
def energy (U : ℝ) (s : Fin 2 × Fin 2) : ℝ :=
  U * ((s.1 : ℕ) : ℝ) * ((s.2 : ℕ) : ℝ) - U / 2 * (((s.1 : ℕ) : ℝ) + ((s.2 : ℕ) : ℝ))

/-- Partition function: the Boltzmann sum over the four occupations. -/
def partitionFunction (β U : ℝ) : ℝ := ∑ s : Fin 2 × Fin 2, Real.exp (-(β * energy U s))

/-- Weight of the auxiliary field `x` when it couples to the spin. -/
def spinWeight (a : ℝ) : ℝ → ℝ := fun x => 2 + 2 * Real.cosh (a * x)

/-- Weight of the auxiliary field `x` when it couples to the charge. -/
def chargeWeight (a : ℝ) : ℝ → ℝ :=
  fun x => Real.exp (a ^ 2 / 2) * (2 + 2 * Real.cos (a * x))

/-- The partition function of the half-filled atom is `2 + 2 exp(βU/2)`. -/
theorem partitionFunction_eq (β U : ℝ) :
    partitionFunction β U = 2 + 2 * Real.exp (β * U / 2) := by
  have h00 : -(β * energy U (0, 0)) = 0 := by
    simp only [energy, Fin.val_zero, Nat.cast_zero]; ring
  have h01 : -(β * energy U (0, 1)) = β * U / 2 := by
    simp only [energy, Fin.val_zero, Fin.val_one, Nat.cast_zero, Nat.cast_one]; ring
  have h10 : -(β * energy U (1, 0)) = β * U / 2 := by
    simp only [energy, Fin.val_zero, Fin.val_one, Nat.cast_zero, Nat.cast_one]; ring
  have h11 : -(β * energy U (1, 1)) = 0 := by
    simp only [energy, Fin.val_one, Nat.cast_one]; ring
  simp only [partitionFunction, Fintype.sum_prod_type, Fin.sum_univ_two, h00, h01, h10, h11,
    Real.exp_zero]
  ring

/-- The spin weight is the trace of `exp(a x (n↑ - n↓))` over the four occupations, and the
charge weight is `exp(a²/2)` times the trace of `exp(i a x (n↑ + n↓ - 1))`. -/
theorem weights_eq_trace (a x : ℝ) :
    spinWeight a x = ∑ s : Fin 2 × Fin 2,
      Real.exp (a * x * (((s.1 : ℕ) : ℝ) - ((s.2 : ℕ) : ℝ))) ∧
    (chargeWeight a x : ℂ) = (Real.exp (a ^ 2 / 2) : ℂ) * ∑ s : Fin 2 × Fin 2,
      Complex.exp (((a * x * (((s.1 : ℕ) : ℝ) + ((s.2 : ℕ) : ℝ) - 1) : ℝ) : ℂ)
        * Complex.I) := by
  constructor
  · simp only [spinWeight, Fintype.sum_prod_type, Fin.sum_univ_two, Fin.val_zero, Fin.val_one,
      Nat.cast_zero, Nat.cast_one, sub_self, mul_zero, Real.exp_zero, zero_sub, sub_zero,
      mul_one, mul_neg, Real.cosh_eq]
    ring
  · simp only [chargeWeight, Fintype.sum_prod_type, Fin.sum_univ_two, Fin.val_zero, Fin.val_one,
      Nat.cast_zero, Nat.cast_one, add_zero, zero_sub, sub_self, add_sub_cancel_right,
      mul_zero, mul_one, mul_neg, Complex.ofReal_zero, zero_mul, Complex.exp_zero]
    push_cast
    simp only [Complex.cos, neg_mul]
    ring

/-- Under the Gaussian law `cosh(a x)` is integrable with average `exp(a²/2)`. -/
theorem average_cosh (a : ℝ) : Integrable (fun x => Real.cosh (a * x)) γ ∧
    ∫ x, Real.cosh (a * x) ∂γ = Real.exp (a ^ 2 / 2) := by
  have h (t : ℝ) : ∫ x, Real.exp (t * x) ∂γ = Real.exp (t ^ 2 / 2) := by
    have := mgf_gaussianReal (p := γ) (X := id) (μ := 0) (v := 1) Measure.map_id t
    simpa [mgf] using this
  have hi (t : ℝ) : Integrable (fun x => Real.exp (t * x)) γ :=
    integrable_exp_mul_gaussianReal t
  have e : (fun x => Real.cosh (a * x)) =
      fun x => (Real.exp (a * x) + Real.exp (-a * x)) / 2 := by
    funext x
    rw [Real.cosh_eq, neg_mul]
  rw [e]
  refine ⟨((hi a).add (hi (-a))).div_const 2, ?_⟩
  rw [integral_div, integral_add (hi a) (hi (-a)), h, h, neg_sq]
  ring

/-- Under the Gaussian law `cos(a x)` is integrable with average `exp(-a²/2)`. -/
theorem average_cos (a : ℝ) : Integrable (fun x => Real.cos (a * x)) γ ∧
    ∫ x, Real.cos (a * x) ∂γ = Real.exp (-a ^ 2 / 2) := by
  constructor
  · refine Integrable.of_bound (Continuous.aestronglyMeasurable (by fun_prop)) 1
      (Filter.Eventually.of_forall fun x => ?_)
    rw [Real.norm_eq_abs]
    exact Real.abs_cos_le_one _
  · -- the cosine average is the real part of the characteristic function
    have hi : Integrable (fun x : ℝ => Complex.exp (((a * x : ℝ) : ℂ) * Complex.I)) γ := by
      refine Integrable.of_bound (Continuous.aestronglyMeasurable (by fun_prop)) 1
        (Filter.Eventually.of_forall fun x => ?_)
      rw [Complex.norm_exp_ofReal_mul_I]
    have hc : ∫ x : ℝ, Complex.exp (((a * x : ℝ) : ℂ) * Complex.I) ∂γ
        = ((Real.exp (-a ^ 2 / 2) : ℝ) : ℂ) := by
      have h := charFun_gaussianReal (μ := 0) (v := 1) a
      rw [charFun_apply_real] at h
      simp only [Complex.ofReal_mul]
      rw [h, Complex.ofReal_exp]
      congr 1
      push_cast
      ring
    have hr := Complex.reCLM.integral_comp_comm hi
    rw [hc] at hr
    simpa only [Complex.reCLM_apply, Complex.exp_ofReal_mul_I_re, Complex.ofReal_re] using hr

/-- Gaussian averages are linear, and a constant averages to itself. -/
theorem average_affine {f g : ℝ → ℝ} (hf : Integrable f γ) (hg : Integrable g γ) (p q r : ℝ) :
    ∫ x, (p * f x + q * g x + r) ∂γ = p * ∫ x, f x ∂γ + q * ∫ x, g x ∂γ + r := by
  have h1 : Integrable (fun x => p * f x + q * g x) γ := (hf.const_mul p).add (hg.const_mul q)
  rw [integral_add h1 (integrable_const r), integral_add (hf.const_mul p) (hg.const_mul q),
    integral_const_mul, integral_const_mul]
  simp

/-- Mean and variance of the spin weight. -/
theorem spinWeight_moments (a : ℝ) :
    ∫ x, spinWeight a x ∂γ = 2 + 2 * Real.exp (a ^ 2 / 2) ∧
    variance (spinWeight a) γ = 2 * (Real.exp (a ^ 2) - 1) ^ 2 := by
  obtain ⟨i1, m1⟩ := average_cosh a
  obtain ⟨i2, m2⟩ := average_cosh (2 * a)
  have hm : ∫ x, spinWeight a x ∂γ = 2 + 2 * Real.exp (a ^ 2 / 2) := by
    have e : ∀ x, spinWeight a x = 0 * Real.cosh (a * x) + 2 * Real.cosh (a * x) + 2 := by
      intro x; simp only [spinWeight]; ring
    simp_rw [e]
    rw [average_affine i1 i1, m1]
    ring
  refine ⟨hm, ?_⟩
  have hc : Continuous (spinWeight a) := by unfold spinWeight; fun_prop
  rw [variance_eq_integral hc.measurable.aemeasurable, hm]
  -- the double-angle formula makes the squared deviation linear in hyperbolic cosines
  have e : ∀ x, (spinWeight a x - (2 + 2 * Real.exp (a ^ 2 / 2))) ^ 2 =
      2 * Real.cosh (2 * a * x) + (-8 * Real.exp (a ^ 2 / 2)) * Real.cosh (a * x)
        + (2 + 4 * Real.exp (a ^ 2 / 2) ^ 2) := by
    intro x
    have h2 : Real.cosh (2 * a * x) = 2 * Real.cosh (a * x) ^ 2 - 1 := by
      rw [mul_assoc, Real.cosh_two_mul]
      linarith [Real.cosh_sq (a * x)]
    rw [h2]; simp only [spinWeight]; ring
  have h4 : Real.exp ((2 * a) ^ 2 / 2) = Real.exp (a ^ 2 / 2) ^ 4 := by
    rw [← Real.exp_nat_mul]; congr 1; push_cast; ring
  have h2 : Real.exp (a ^ 2) = Real.exp (a ^ 2 / 2) ^ 2 := by
    rw [← Real.exp_nat_mul]; congr 1; push_cast; ring
  simp_rw [e]
  rw [average_affine i2 i1, m1, m2, h4, h2]
  ring

/-- Mean and variance of the charge weight. -/
theorem chargeWeight_moments (a : ℝ) :
    ∫ x, chargeWeight a x ∂γ = 2 + 2 * Real.exp (a ^ 2 / 2) ∧
    variance (chargeWeight a) γ = 2 * Real.exp (-a ^ 2) * (Real.exp (a ^ 2) - 1) ^ 2 := by
  obtain ⟨i1, m1⟩ := average_cos a
  obtain ⟨i2, m2⟩ := average_cos (2 * a)
  have h4 : Real.exp (-(2 * a) ^ 2 / 2) = Real.exp (-a ^ 2 / 2) ^ 4 := by
    rw [← Real.exp_nat_mul]; congr 1; push_cast; ring
  have h2 : Real.exp (a ^ 2) = Real.exp (a ^ 2 / 2) ^ 2 := by
    rw [← Real.exp_nat_mul]; congr 1; push_cast; ring
  have h2' : Real.exp (-a ^ 2) = Real.exp (-a ^ 2 / 2) ^ 2 := by
    rw [← Real.exp_nat_mul]; congr 1; push_cast; ring
  have hDE : Real.exp (-a ^ 2 / 2) * Real.exp (a ^ 2 / 2) = 1 := by
    rw [← Real.exp_add, ← Real.exp_zero]; congr 1; ring
  have hc : Continuous (chargeWeight a) := by unfold chargeWeight; fun_prop
  have e1 : ∀ x, chargeWeight a x = 0 * Real.cos (a * x)
      + (2 * Real.exp (a ^ 2 / 2)) * Real.cos (a * x) + 2 * Real.exp (a ^ 2 / 2) := by
    intro x; simp only [chargeWeight]; ring
  have hm : ∫ x, chargeWeight a x ∂γ = 2 + 2 * Real.exp (a ^ 2 / 2) := by
    simp_rw [e1]
    rw [average_affine i1 i1, m1]
    linear_combination 2 * hDE
  refine ⟨hm, ?_⟩
  rw [variance_eq_integral hc.measurable.aemeasurable, hm]
  have e : ∀ x, (chargeWeight a x - (2 + 2 * Real.exp (a ^ 2 / 2))) ^ 2 =
      (2 * Real.exp (a ^ 2 / 2) ^ 2) * Real.cos (2 * a * x)
        + (-8 * Real.exp (a ^ 2 / 2)) * Real.cos (a * x)
        + (2 * Real.exp (a ^ 2 / 2) ^ 2 + 4) := by
    intro x
    rw [mul_assoc 2 a x, Real.cos_two_mul]; simp only [chargeWeight]; ring
  simp_rw [e]
  rw [average_affine i2 i1, m1, m2, h4, h2, h2']
  generalize Real.exp (-a ^ 2 / 2) = D at *
  generalize Real.exp (a ^ 2 / 2) = E at *
  linear_combination (2 * D ^ 2 * (D * E + 1) + 4 * (D * E - 1) - 2 * E ^ 2 * (D * E + 1)) * hDE

/-- For `a² = βU > 0` the spin and charge weights both average to the exact partition function;
their variances are as stated, and that of the charge weight is strictly smaller. -/
theorem spin_and_charge_decouplings {β U a : ℝ} (h : a ^ 2 = β * U) (hU : 0 < β * U) :
    ∫ x, spinWeight a x ∂γ = partitionFunction β U ∧
    ∫ x, chargeWeight a x ∂γ = partitionFunction β U ∧
    variance (spinWeight a) γ = 2 * (Real.exp (β * U) - 1) ^ 2 ∧
    variance (chargeWeight a) γ = 2 * Real.exp (-(β * U)) * (Real.exp (β * U) - 1) ^ 2 ∧
    variance (chargeWeight a) γ < variance (spinWeight a) γ := by
  obtain ⟨ms, vs⟩ := spinWeight_moments a
  obtain ⟨mc, vc⟩ := chargeWeight_moments a
  rw [h] at ms vs mc vc
  rw [partitionFunction_eq]
  refine ⟨ms, mc, vs, vc, ?_⟩
  rw [vs, vc]
  have h1 : Real.exp (-(β * U)) < 1 := Real.exp_lt_one_iff.mpr (by linarith)
  have h2 : 0 < Real.exp (β * U) - 1 := by linarith [Real.add_one_le_exp (β * U)]
  have h3 := mul_lt_mul_of_pos_right h1 (pow_pos h2 2)
  linarith

/-- Variances in units of the squared partition function: `(exp(βU/2) - 1)²/2` for the spin
weight and `(1 - exp(-βU/2))²/2` for the charge weight, the latter being below `1/2`. -/
theorem relative_variances {β U a : ℝ} (h : a ^ 2 = β * U) :
    variance (spinWeight a) γ / partitionFunction β U ^ 2
      = (Real.exp (β * U / 2) - 1) ^ 2 / 2 ∧
    variance (chargeWeight a) γ / partitionFunction β U ^ 2
      = (1 - Real.exp (-(β * U) / 2)) ^ 2 / 2 ∧
    variance (chargeWeight a) γ / partitionFunction β U ^ 2 < 1 / 2 := by
  have h2 : Real.exp (a ^ 2) = Real.exp (a ^ 2 / 2) ^ 2 := by
    rw [← Real.exp_nat_mul]; congr 1; push_cast; ring
  have h2' : Real.exp (-a ^ 2) = Real.exp (-a ^ 2 / 2) ^ 2 := by
    rw [← Real.exp_nat_mul]; congr 1; push_cast; ring
  have hDE : Real.exp (-a ^ 2 / 2) * Real.exp (a ^ 2 / 2) = 1 := by
    rw [← Real.exp_add, ← Real.exp_zero]; congr 1; ring
  have hD1 : Real.exp (-a ^ 2 / 2) ≤ 1 := Real.exp_le_one_iff.mpr (by nlinarith [sq_nonneg a])
  have hD := Real.exp_pos (-a ^ 2 / 2)
  have hE := Real.exp_pos (a ^ 2 / 2)
  rw [partitionFunction_eq, (spinWeight_moments a).2, (chargeWeight_moments a).2, ← h, h2, h2']
  generalize Real.exp (-a ^ 2 / 2) = D at *
  generalize Real.exp (a ^ 2 / 2) = E at *
  have hZ : (2 + 2 * E) ^ 2 ≠ 0 := by positivity
  have hc : 2 * D ^ 2 * (E ^ 2 - 1) ^ 2 / (2 + 2 * E) ^ 2 = (1 - D) ^ 2 / 2 := by
    rw [div_eq_iff hZ]
    linear_combination (2 * (E + 1) ^ 2 * (D * E + 1 - 2 * D)) * hDE
  refine ⟨?_, hc, ?_⟩
  · rw [div_eq_iff hZ]
    ring
  · rw [hc]
    nlinarith

end

end HubbardAtomContinuousHS
```

```lean
#print axioms HubbardAtomContinuousHS.weights_eq_trace
#print axioms HubbardAtomContinuousHS.spin_and_charge_decouplings
#print axioms HubbardAtomContinuousHS.relative_variances
```

```
'HubbardAtomContinuousHS.weights_eq_trace' depends on axioms: [propext, Classical.choice, Quot.sound]
'HubbardAtomContinuousHS.spin_and_charge_decouplings' depends on axioms: [propext, Classical.choice, Quot.sound]
'HubbardAtomContinuousHS.relative_variances' depends on axioms: [propext, Classical.choice, Quot.sound]
```

## From Gaussian integrals to the variances

**Finite sums.** `partitionFunction_eq` evaluates the four Boltzmann exponents and adds them. `weights_eq_trace` expands the two traces in the same way, then recognises the hyperbolic cosine and the complex form of the cosine.

**Gaussian averages.** `average_cosh` writes $\cosh(ax)$ as half the sum of $e^{ax}$ and $e^{-ax}$ and takes both averages from Mathlib's moment generating function. `average_cos` starts from the characteristic function and takes the real part. Moving the real part through the integral requires the complex exponential to be integrable, which holds because its modulus is 1. Both lemmas also supply the integrability of the function being averaged.

**Linearity.** `average_affine` gives the average of $p f+q g+r$ for integrable $f$ and $g$ and constants $p,q,r$. This is the shape of both squared deviations after the double-angle formulas have been applied. The means use the same lemma with one coefficient set to zero.

**Moments.** In `spinWeight_moments`, the step `variance_eq_integral` turns the variance into the average squared deviation. The equation `e` is the expansion derived above for $(W_s-Z)^2$. The equations `h4` and `h2` express $e^{(2a)^2/2}$ and $e^{a^2}$ as $E^4$ and $E^2$, after which `ring` finishes the polynomial calculation.

`chargeWeight_moments` follows the same route with cosines. Its algebra also needs $DE=1$, which is `hDE`. After the exponentials have been replaced by the letters `D` and `E`, `linear_combination` proves the variance formula by adding a suitable multiple of that relation.

**The comparison.** `spin_and_charge_decouplings` substitutes $a^2=\beta U$ into the moments. For the inequality it shows that $e^{-\beta U}<1$ and that $e^{\beta U}-1>0$, the latter from $1+y\le e^y$ with $y=\beta U$. Multiplying the first inequality by the positive square $(e^{\beta U}-1)^2$ gives the ordering of the variances.

**The ratios.** `relative_variances` clears the nonzero denominator $(2+2E)^2$ and checks the resulting polynomial identities, again using $DE=1$ for the charge weight. The bound by one half follows from $0<D\le1$, which places $(1-D)^2$ strictly below 1.
